# At the optimal rate (k−1)/(k+1), the number of mixing steps grows linearly with the condition number

Let $A$ be a symmetric linear response operator on a real inner product space, with
$$m\|y\|^2\le\langle Ay,y\rangle\le L\|y\|^2,\qquad 0<m<L,$$
for every $y$. Write $k=L/m$ for the condition number and $r=(k-1)/(k+1)$ for the optimal error factor of linear mixing. One step with mixing $a$ is $x\mapsto x+a(f-Ax)$, the solution $x_s$ satisfies $Ax_s=f$, and $\log$ is the natural logarithm.

I keep hearing that simple mixing in a self-consistent field (SCF) calculation needs a number of iterations proportional to $k$. For a tolerance $0<t<1$, I believe that $r^n\le t$ forces $n\ge(k-1)\log(1/t)/2$, and that $n\ge(k+1)\log(1/t)/2$ is enough. Can this be proved rigorously, with a machine-checked proof, and tied to the actual iteration?

## Two bounds on the logarithm of the rate

Yes, and $k$ can replace $k+1$ in the sufficient count. Put $u=2/(k-1)>0$. Then
$$-\log r=\log\frac{k+1}{k-1}=\log(1+u).$$
From above, $\log(1+u)\le u=2/(k-1)$. From below, $\log(1+u)\ge 2u/(u+2)$: both sides vanish at $u=0$, and the derivative of their difference is $u^2/\big((1+u)(u+2)^2\big)\ge0$. Since $u+2=2k/(k-1)=ku$, the lower bound equals $2/k$. Hence
$$\frac2k\le-\log r\le\frac2{k-1}.$$

The condition $r^n\le t$ is equivalent to $n(-\log r)\ge\log(1/t)$.

- If it holds, then $\log(1/t)\le 2n/(k-1)$, so $n\ge(k-1)\log(1/t)/2$.
- If $n\ge k\log(1/t)/2$, then $n(-\log r)\ge 2n/k\ge\log(1/t)$, so it holds.

For $k=10$ and $t=10^{-6}$, the smallest sufficient $n$ therefore lies between 63 and 70.

## From the rate to the mixing iteration

Let $e=x-x_s$. One step gives
$$x+a(f-Ax)-x_s=e-aAe=Be,\qquad B=1-aA.$$
Choose $a=2/(m+L)$. Since $r=(L-m)/(L+m)$, we have $1-am=r$ and $1-aL=-r$, so the bounds on $A$ give $|\langle By,y\rangle|\le r\|y\|^2$.

To turn this into a norm bound, apply it to $rx+Bx$ and $rx-Bx$, now for any vector $x$, and subtract. By symmetry of $B$,
$$4r\|Bx\|^2\le r\big(\|rx+Bx\|^2+\|rx-Bx\|^2\big)=2r\big(r^2\|x\|^2+\|Bx\|^2\big).$$
Thus $\|Bx\|\le r\|x\|$. After $n$ steps the error is at most $r^n$ times the initial one, and $n\ge k\log(1/t)/2$ makes this factor at most $t$.

```lean
import Mathlib

open scoped InnerProductSpace

namespace MixingIterationCount

noncomputable section

variable {E : Type*} [NormedAddCommGroup E] [InnerProductSpace ℝ E]

/-- The optimal error factor per step of linear mixing, `(k - 1) / (k + 1)`, for condition number
`k ≥ 1`. -/
def rate (k : ℝ) : ℝ := (k - 1) / (k + 1)

/-- One linear mixing step for the equation `A x = f`: add the residual times the mixing `a`. -/
def mix (A : E →ₗ[ℝ] E) (f : E) (a : ℝ) (x : E) : E := x + a • (f - A x)

/-- For condition number `k > 1`, the logarithmic error reduction per step at the optimal rate
lies between `2 / k` and `2 / (k - 1)`. -/
theorem log_rate_bounds {k : ℝ} (hk : 1 < k) :
    2 / k ≤ -Real.log (rate k) ∧ -Real.log (rate k) ≤ 2 / (k - 1) := by
  have hp : 0 < k - 1 := sub_pos.mpr hk
  have hy : 2 / (k - 1) * (k - 1) = 2 := div_mul_cancel₀ _ hp.ne'
  have hy0 : 0 < 2 / (k - 1) := div_pos two_pos hp
  have e1 : 1 + 2 / (k - 1) = (k + 1) / (k - 1) := by
    rw [eq_div_iff hp.ne', add_mul, hy]
    ring
  have e : -Real.log (rate k) = Real.log (1 + 2 / (k - 1)) := by
    rw [e1, rate, ← Real.log_inv, inv_div]
  rw [e]
  constructor
  · have h := Real.le_log_one_add_of_nonneg hy0.le
    have hd : 2 / (k - 1) + 2 = k * (2 / (k - 1)) := by linear_combination -hy
    rwa [hd, mul_div_mul_right _ _ hy0.ne'] at h
  · have h := Real.log_le_sub_one_of_pos (show 0 < 1 + 2 / (k - 1) by linarith)
    linarith

/-- For condition number `k > 1` and tolerance `t > 0`, reaching `t` at the optimal rate takes at
least `(k - 1) log(1/t) / 2` steps, and `k log(1/t) / 2` steps are enough. -/
theorem iteration_count {k t : ℝ} (hk : 1 < k) (ht : 0 < t) (n : ℕ) :
    (rate k ^ n ≤ t → (k - 1) * Real.log (1 / t) / 2 ≤ n) ∧
    (k * Real.log (1 / t) / 2 ≤ n → rate k ^ n ≤ t) := by
  have hp : 0 < k - 1 := sub_pos.mpr hk
  have hk0 : 0 < k := by linarith
  have hr : 0 < rate k := div_pos hp (by linarith)
  have hn : (0 : ℝ) ≤ n := Nat.cast_nonneg n
  obtain ⟨hlo, hhi⟩ := log_rate_bounds hk
  have hlog : Real.log (1 / t) = -Real.log t := by rw [one_div, Real.log_inv]
  rw [hlog]
  constructor
  · intro h
    have h1 := Real.log_le_log (pow_pos hr n) h
    rw [Real.log_pow] at h1
    have h2 := mul_le_mul_of_nonneg_left hhi hn
    have h3 : -Real.log t ≤ n * (2 / (k - 1)) := by linarith
    have h4 := mul_le_mul_of_nonneg_left h3 hp.le
    have hy : 2 / (k - 1) * (k - 1) = 2 := div_mul_cancel₀ _ hp.ne'
    have h5 : (k - 1) * (n * (2 / (k - 1))) = 2 * n := by linear_combination (n : ℝ) * hy
    linarith
  · intro h
    apply (Real.log_le_log_iff (pow_pos hr n) ht).mp
    rw [Real.log_pow]
    have h1 := mul_le_mul_of_nonneg_left hlo hn
    have h2 : -Real.log t ≤ 2 * n / k := by
      rw [le_div_iff₀ hk0]
      linarith
    have h3 : (n : ℝ) * (2 / k) = 2 * n / k := by ring
    linarith

/-- For `m > 0`, the optimal rate at condition number `L / m` is `(L - m) / (L + m)`. -/
theorem rate_div {m : ℝ} (L : ℝ) (hm : 0 < m) : rate (L / m) = (L - m) / (L + m) := by
  rw [rate, div_sub_one hm.ne', div_add_one hm.ne', div_div_div_cancel_right₀ hm.ne']


/-- A symmetric operator whose quadratic form is bounded by `r > 0` in absolute value
stretches no vector by more than `r`. -/
theorem norm_le_of_form_bound {B : E →ₗ[ℝ] E} (hB : B.IsSymmetric) {r : ℝ} (hr : 0 < r)
    (h : ∀ y, |⟪B y, y⟫_ℝ| ≤ r * ‖y‖ ^ 2) (x : E) : ‖B x‖ ≤ r * ‖x‖ := by
  -- polarisation with the vectors `r x` and `B x`
  have h1 := (abs_le.mp (h (r • x + B x))).2
  have h2 := (abs_le.mp (h (r • x - B x))).1
  have hs : ⟪B (B x), x⟫_ℝ = ⟪B x, B x⟫_ℝ := hB (B x) x
  rw [← real_inner_self_eq_norm_sq] at h1 h2
  simp only [map_add, map_sub, map_smul, inner_add_left, inner_add_right, inner_sub_left,
    inner_sub_right, real_inner_smul_left, real_inner_smul_right, hs] at h1 h2
  have key : r * ⟪B x, B x⟫_ℝ ≤ r * (r ^ 2 * ⟪x, x⟫_ℝ) := by nlinarith [h1, h2]
  have h3 := le_of_mul_le_mul_left key hr
  rw [real_inner_self_eq_norm_sq, real_inner_self_eq_norm_sq, ← mul_pow] at h3
  exact (sq_le_sq₀ (norm_nonneg _) (by positivity)).mp h3

/-- For symmetric `A` with quadratic form between `m` and `L`, `0 < m < L`, one step with mixing
`2 / (m + L)` shrinks the distance to a solution at least by the optimal rate. -/
theorem mix_contracts {A : E →ₗ[ℝ] E} (hA : A.IsSymmetric) {m L : ℝ} (hm : 0 < m) (hL : m < L)
    (hlo : ∀ y, m * ‖y‖ ^ 2 ≤ ⟪A y, y⟫_ℝ) (hhi : ∀ y, ⟪A y, y⟫_ℝ ≤ L * ‖y‖ ^ 2)
    {f xs : E} (hx : A xs = f) (x : E) :
    ‖mix A f (2 / (m + L)) x - xs‖ ≤ rate (L / m) * ‖x - xs‖ := by
  have hs : 0 < m + L := by linarith
  have hr : 0 < rate (L / m) := by
    rw [rate_div L hm]
    exact div_pos (by linarith) (by linarith)
  have hrs : rate (L / m) * (m + L) = L - m := by
    rw [rate_div L hm, add_comm L m, div_mul_cancel₀ _ hs.ne']
  have ha : 0 < 2 / (m + L) := div_pos two_pos hs
  have has : 2 / (m + L) * (m + L) = 2 := div_mul_cancel₀ _ hs.ne'
  generalize 2 / (m + L) = a at *
  generalize rate (L / m) = r at *
  have e1 : 1 - r = a * m := mul_right_cancel₀ hs.ne' (by linear_combination -hrs - m * has)
  have e2 : 1 + r = a * L := mul_right_cancel₀ hs.ne' (by linear_combination hrs - L * has)
  -- the error propagator is `1 - a A`
  have hB : (LinearMap.id - a • A : E →ₗ[ℝ] E).IsSymmetric := by
    intro y z
    simp only [LinearMap.sub_apply, LinearMap.smul_apply, LinearMap.id_apply, inner_sub_left,
      inner_sub_right, real_inner_smul_left, real_inner_smul_right, hA y z]
  have hstep : mix A f a x - xs = (LinearMap.id - a • A : E →ₗ[ℝ] E) (x - xs) := by
    simp only [mix, LinearMap.sub_apply, LinearMap.smul_apply, LinearMap.id_apply, map_sub, hx]
    module
  rw [hstep]
  refine norm_le_of_form_bound hB hr (fun y => ?_) _
  simp only [LinearMap.sub_apply, LinearMap.smul_apply, LinearMap.id_apply, inner_sub_left,
    real_inner_smul_left, real_inner_self_eq_norm_sq]
  have h1 := mul_le_mul_of_nonneg_left (hlo y) ha.le
  have h2 := mul_le_mul_of_nonneg_left (hhi y) ha.le
  rw [← mul_assoc, ← e1] at h1
  rw [← mul_assoc, ← e2] at h2
  exact abs_le.mpr ⟨by linarith, by linarith⟩

/-- For symmetric `A` with quadratic form between `m` and `L`, `0 < m < L`, and `t > 0`,
`(L / m) log(1/t) / 2` steps with mixing `2 / (m + L)` reduce every initial error to at most
`t` times its size. -/
theorem steps_suffice {A : E →ₗ[ℝ] E} (hA : A.IsSymmetric) {m L t : ℝ} (hm : 0 < m) (hL : m < L)
    (hlo : ∀ y, m * ‖y‖ ^ 2 ≤ ⟪A y, y⟫_ℝ) (hhi : ∀ y, ⟪A y, y⟫_ℝ ≤ L * ‖y‖ ^ 2)
    {f xs : E} (hx : A xs = f) (ht : 0 < t) {n : ℕ}
    (hn : L / m * Real.log (1 / t) / 2 ≤ n) (x : E) :
    ‖(mix A f (2 / (m + L)))^[n] x - xs‖ ≤ t * ‖x - xs‖ := by
  have hk : 1 < L / m := (one_lt_div hm).mpr hL
  have hr : 0 ≤ rate (L / m) := div_nonneg (by linarith) (by linarith)
  have hpow : ∀ j : ℕ, ‖(mix A f (2 / (m + L)))^[j] x - xs‖ ≤ rate (L / m) ^ j * ‖x - xs‖ := by
    intro j
    induction j with
    | zero => simp
    | succ j ih =>
      rw [Function.iterate_succ_apply', pow_succ', mul_assoc]
      exact (mix_contracts hA hm hL hlo hhi hx _).trans (mul_le_mul_of_nonneg_left ih hr)
  exact (hpow n).trans
    (mul_le_mul_of_nonneg_right ((iteration_count hk ht n).2 hn) (norm_nonneg _))


/-- The response operator of two uncoupled modes with stiffnesses `m` and `L`. -/
def twoMode (m L : ℝ) : EuclideanSpace ℝ (Fin 2) →ₗ[ℝ] EuclideanSpace ℝ (Fin 2) where
  toFun x := !₂[m * x 0, L * x 1]
  map_add' x y := by ext i; fin_cases i <;> simp [mul_add]
  map_smul' c x := by ext i; fin_cases i <;> simp [mul_left_comm]

/-- For `m ≤ L` the two-mode operator is symmetric and its quadratic form lies between
`m` and `L` times the squared norm. -/
theorem twoMode_witness {m L : ℝ} (h : m ≤ L) :
    (twoMode m L).IsSymmetric ∧
    (∀ y, m * ‖y‖ ^ 2 ≤ ⟪twoMode m L y, y⟫_ℝ) ∧
    (∀ y, ⟪twoMode m L y, y⟫_ℝ ≤ L * ‖y‖ ^ 2) := by
  have form : ∀ x y, ⟪twoMode m L x, y⟫_ℝ = m * x 0 * y 0 + L * x 1 * y 1 := by
    intro x y
    simp [twoMode, PiLp.inner_apply, Fin.sum_univ_two]
    ring
  have nsq : ∀ y : EuclideanSpace ℝ (Fin 2), ‖y‖ ^ 2 = y 0 ^ 2 + y 1 ^ 2 := by
    intro y
    simp [EuclideanSpace.norm_sq_eq, Fin.sum_univ_two]
  refine ⟨fun x y => ?_, fun y => ?_, fun y => ?_⟩
  · rw [form, real_inner_comm, form]
    ring
  · rw [form, nsq]
    nlinarith [mul_nonneg (sub_nonneg.mpr h) (sq_nonneg (y 1))]
  · rw [form, nsq]
    nlinarith [mul_nonneg (sub_nonneg.mpr h) (sq_nonneg (y 0))]

end

end MixingIterationCount
```

```lean
#print axioms MixingIterationCount.rate_div
-- 'MixingIterationCount.rate_div' depends on axioms: [propext, Classical.choice, Quot.sound]
#print axioms MixingIterationCount.steps_suffice
-- 'MixingIterationCount.steps_suffice' depends on axioms: [propext, Classical.choice, Quot.sound]
```

## What the theorems say about mixing

`rate k` is $r$, and `mix A f a` is one step. `iteration_count` contains both scalar bounds for $k>1$, any $t>0$ and a natural number `n`. When $t<1$, its sufficient count is smaller than the one you proposed, so yours follows.

`steps_suffice` concerns the iteration itself: `(mix A f (2 / (m + L)))^[n] x` is the iterate after $n$ steps from an arbitrary start `x`. The space `E` may have infinite dimension. Besides $0<m<L$, $t>0$ and the condition `hn` that $n\ge (L/m)\log(1/t)/2$, the hypotheses are:

- `A.IsSymmetric`, meaning $\langle Ax,y\rangle=\langle x,Ay\rangle$. For an SCF response operator this depends on the inner product, and it is assumed here.
- `hlo` and `hhi`, the bounds $m$ and $L$. They limit how strongly the residual $f-Ax$ reacts to a change of the input $x$: by at least $m$ and at most $L$ times the size of the change. In a large metallic cell, for instance, long-wavelength charge sloshing makes $L$ large. If the bounds are not sharp, $L/m$ overestimates the true condition number.
- `hx : A xs = f`, the existence of a self-consistent solution.

The model is linear with constant mixing, so for a nonlinear SCF problem it describes the linearisation near the solution.

The necessary count is a statement about $r^n$, not about every run: a favourable start may converge sooner. A one-line calculation, which I add without a formal proof, shows that some starts do obey the necessary count: if $Av=mv$ and the initial error is along $v$, each step at $a=2/(m+L)$ multiplies it by exactly $r$. The file likewise takes the name "optimal" for $r$ from the usual theory and does not compare different values of $a$.

`twoMode m L` is the operator $\mathrm{diag}(m,L)$ on the plane, with coordinates 0 and 1; the "stiffnesses" in its docstring are simply its eigenvalues. `twoMode_witness` shows that it is symmetric and obeys both bounds, so the assumptions on $A$ describe a concrete system.

## The argument inside the Lean proofs

`log_rate_bounds` rewrites $-\log r$ as $\log(1+u)$ and uses Mathlib's two inequalities for the logarithm. `iteration_count` takes logarithms of $r^n\le t$ and clears the denominators.

`rate_div` converts $r$ to $(L-m)/(L+m)$. `norm_le_of_form_bound` is the polarisation argument: `simp only` expands the inner products at $rx\pm Bx$, `nlinarith` combines the two inequalities, and the last lines cancel $r$ and remove the squares.

In `mix_contracts`, `e1` and `e2` are the identities $1-r=am$ and $1+r=aL$, while `hstep` identifies the new error as $B(x-x_s)$. `steps_suffice` iterates the contraction by induction and then applies the second half of `iteration_count`.

## The step in an SCF code

In a code that uses simple linear mixing, the update looks like this (many codes use Pulay, Anderson or Broyden mixing instead, which this count does not describe):

```
x_in = x_in + a * (x_out - x_in)
```

Here `x_in` is the input density or potential and `x_out` is the one computed from it. In the linear model, the output for the input $x$ is $f+Jx$, where $J$ is the response of the output to the input. So `x_out - x_in` is the residual $f-Ax$ with $A=1-J$. A code can monitor this residual without knowing $x_s$, and each step multiplies it by the same $B$ as the error, so for $a=2/(m+L)$ the same sufficient count applies to its norm, taken in the inner product for which $A$ is symmetric.
